# The thermal displacement correlation of a harmonic mode has Fourier integral $2w/(\nu^2+w^2)$ at the bosonic Matsubara frequencies

An electron moving through a warm crystal displaces the lattice at one moment and feels the displacement at a later one. Perturbation theory at finite temperature describes this memory by the correlation of a vibrational displacement with itself in imaginary time, and then works with its Fourier components. What are these components for a single harmonic mode, and at which frequencies do they take their familiar simple form?

Let the mode have frequency $w>0$ and inverse temperature $\beta>0$, with $\hbar=1$. Its Hamiltonian $H$ has number states $|k\rangle$ with energies $E_k=w(k+\tfrac12)$, $k=0,1,2,\dots$. The displacement is $x=a+a^\dagger$, where $a$ and $a^\dagger$ are the ladder operators, and $x(\tau)=e^{\tau H}xe^{-\tau H}$. Writing $C(\tau)=\langle x(\tau)x(0)\rangle$ for the thermal average, we show that

$$C(\tau)=\frac{\cosh\big(w(\tau-\beta/2)\big)}{\sinh(\beta w/2)},\qquad \int_0^\beta e^{i\nu\tau}C(\tau)\,d\tau=\frac{2w}{\nu^2+w^2}\quad\text{for }\nu=\frac{2\pi n}{\beta},$$

with $n$ any integer. At every other real $\nu$ the second equation fails.

## Summing over number states

Inserting intermediate states $|m\rangle$ gives

$$\langle k|x(\tau)x(0)|k\rangle=\sum_m|\langle k|x|m\rangle|^2e^{\tau(E_k-E_m)}=(k+1)e^{-w\tau}+k\,e^{w\tau}.$$

Only $m=k+1$ (emission, squared matrix element $k+1$) and $m=k-1$ (absorption, squared matrix element $k$) contribute. In the ground state the absorption term vanishes.

Let $q=e^{-\beta w}<1$. The Boltzmann weights are proportional to $q^k$, and $\sum_k q^k=1/(1-q)$, $\sum_k kq^k=q/(1-q)^2$. The mean of $k$ is therefore $q/(1-q)$, that of $k+1$ is $1/(1-q)$, and

$$C(\tau)=\frac{e^{-w\tau}+q\,e^{w\tau}}{1-q}.$$

Multiplying numerator and denominator by $e^{\beta w/2}$ gives the cosh form. Since cosh is even, $C(\beta-\tau)=C(\tau)$.

## The boundary term that selects the frequencies

For real $\nu$, put

$$F(\tau)=e^{i\nu\tau}\big[w\sinh(w(\tau-\beta/2))-i\nu\cosh(w(\tau-\beta/2))\big].$$

On differentiation the two sinh terms, $\pm i\nu w\sinh$, cancel, which leaves $F'(\tau)=(\nu^2+w^2)e^{i\nu\tau}\cosh(w(\tau-\beta/2))$. Evaluating $F(\beta)-F(0)$ yields

$$w\sinh\tfrac{\beta w}{2}\,(e^{i\nu\beta}+1)-i\nu\cosh\tfrac{\beta w}{2}\,(e^{i\nu\beta}-1).$$

We divide by $\sinh(\beta w/2)$ and by $\nu^2+w^2$, and write $e^{i\nu\beta}+1=2+(e^{i\nu\beta}-1)$:

$$\int_0^\beta e^{i\nu\tau}C(\tau)\,d\tau=\frac{2w+(e^{i\nu\beta}-1)\big(w-i\nu\coth\tfrac{\beta w}{2}\big)}{\nu^2+w^2}.$$

The last bracket has real part $w>0$, so it is never zero. The integral equals $2w/(\nu^2+w^2)$ exactly when $e^{i\nu\beta}=1$, that is, when $\nu=2\pi n/\beta$.

## The propagator in a calculation

A calculation of the electron self-energy at Matsubara frequencies, with non-interacting phonons, can insert $2w/(\nu^2+w^2)$ directly. There $\nu$ is the difference of two fermionic Matsubara frequencies, which is always a bosonic one. With the convention $-\langle Tx(\tau)x(0)\rangle$, where $T$ denotes time ordering, the sign is reversed. For a mode of mass $M$ the physical displacement is $x/\sqrt{2Mw}$, which brings a factor $1/(2Mw)$.

On an imaginary-time grid with large $\beta w$, the cosh and sinh can overflow separately. The equivalent form $(e^{-w\tau}+e^{-w(\beta-\tau)})/(1-e^{-\beta w})$ avoids this for $0\le\tau\le\beta$.

## The oscillator as energies and matrix elements

```lean
import Mathlib

noncomputable section

namespace MatsubaraPhonon
```

The Lean model consists of numbers and not of operators on a Hilbert space. The spectrum comes first.

```lean
/-- Energy of the number state `k` of a harmonic mode of frequency `w`, with `ħ = 1`. -/
def level (w : ℝ) (k : ℕ) : ℝ := w * (k + 1 / 2)
```

The matrix elements $\langle k|x|m\rangle$ are also put in by definition. They stand for the harmonic potential, in which the displacement changes the occupation by one quantum.

```lean
/-- Matrix element of the displacement `x = a + a†` between the number states `k` and `m`. -/
def disp (k m : ℕ) : ℝ :=
  if m = k + 1 then √((k : ℝ) + 1) else if k = m + 1 then √(k : ℝ) else 0
```

The next two definitions are the sum over $m$ and its Boltzmann average, with `∑'` denoting an infinite sum. The closed form of $C(\tau)$ is thus a theorem about `displacementCorr`.

```lean
/-- Expectation value of `x(τ) x(0)` in the number state `k`, as a sum over intermediate
states `m`, where `x(τ) = exp(τH) x exp(-τH)`. -/
def levelCorr (w τ : ℝ) (k : ℕ) : ℝ :=
  ∑' m : ℕ, disp k m ^ 2 * Real.exp (τ * (level w k - level w m))

/-- Thermal imaginary-time displacement correlation `⟨x(τ) x(0)⟩` at inverse temperature `β`,
for `β * w > 0`. -/
def displacementCorr (β w τ : ℝ) : ℝ :=
  (∑' k : ℕ, Real.exp (-(β * level w k)) * levelCorr w τ k) /
    ∑' k : ℕ, Real.exp (-(β * level w k))
```

There is one mode, without anharmonicity or damping. The function is defined for all real `τ` by the same sums; it is not the periodic continuation of its values on $[0,\beta]$.

## Emission, absorption and the geometric sums

The first lemma reduces the sum over $m$ to its nonzero terms. The ground state has one neighbour. An excited state is written `k + 1`, so its neighbours are `k` and `k + 2`.

```lean
/-- In the number state `k` the correlation is the sum of an emission term with weight `k + 1`
and an absorption term with weight `k`. -/
theorem levelCorr_eq (w τ : ℝ) (k : ℕ) :
    levelCorr w τ k = (k + 1) * Real.exp (-(w * τ)) + k * Real.exp (w * τ) := by
  unfold levelCorr
  rcases k with _ | k
  · -- the ground state can only emit
    rw [tsum_eq_single 1]
    · have h : τ * (level w 0 - level w 1) = -(w * τ) := by
        simp only [level]
        push_cast
        ring
      rw [h]
      simp [disp]
    · intro m hm
      simp [disp, hm]
  · -- an excited state couples to its two neighbours
    rw [tsum_eq_sum (s := {k, k + 2})]
    · have h1 : τ * (level w (k + 1) - level w k) = w * τ := by
        simp only [level]
        push_cast
        ring
      have h2 : τ * (level w (k + 1) - level w (k + 2)) = -(w * τ) := by
        simp only [level]
        push_cast
        ring
      have d1 : disp (k + 1) k ^ 2 = (k : ℝ) + 1 := by
        rw [disp, if_neg (by omega), if_pos (by omega), Real.sq_sqrt (by positivity),
          Nat.cast_add_one]
      have d2 : disp (k + 1) (k + 2) ^ 2 = (k : ℝ) + 1 + 1 := by
        rw [disp, if_pos (by omega), Real.sq_sqrt (by positivity), Nat.cast_add_one]
      rw [Finset.sum_pair (by omega), h1, h2, d1, d2, Nat.cast_add_one]
      ring
    · intro m hm
      simp only [Finset.mem_insert, Finset.mem_singleton, not_or] at hm
      rw [disp, if_neg (by omega), if_neg (by omega)]
      simp
```

In the next proof `p` is $e^{-\beta w/2}$, so `p ^ 2` is the $q$ used above. `boltz` writes the weights as a geometric sequence, `Z` is the partition function and `N` the weighted sum. The identities `e1`, `e2` and `e3` express the exponentials in the cosh and sinh through `p`.

```lean
/-- The thermal displacement correlation of a harmonic mode is
`cosh(w(τ - β/2)) / sinh(βw/2)`. -/
theorem displacementCorr_eq {β w : ℝ} (hβ : 0 < β) (hw : 0 < w) (τ : ℝ) :
    displacementCorr β w τ = Real.cosh (w * (τ - β / 2)) / Real.sinh (β * w / 2) := by
  obtain ⟨p, hp⟩ : ∃ p, p = Real.exp (-(β * w / 2)) := ⟨_, rfl⟩
  have hp0 : 0 < p := hp ▸ Real.exp_pos _
  have hp1 : p < 1 := by
    rw [hp, Real.exp_lt_one_iff]
    have : 0 < β * w / 2 := by positivity
    linarith
  have hr : p ^ 2 < 1 := by nlinarith
  have hr' : 1 - p ^ 2 ≠ 0 := by linarith
  -- Boltzmann weights form a geometric sequence
  have boltz : ∀ k : ℕ, Real.exp (-(β * level w k)) = p * (p ^ 2) ^ k := by
    intro k
    rw [← pow_mul, ← pow_succ', hp, ← Real.exp_nat_mul]
    congr 1
    simp only [level]
    push_cast
    ring
  have g := hasSum_geometric_of_lt_one (sq_nonneg p) hr
  have g' := hasSum_coe_mul_geometric_of_norm_lt_one (r := p ^ 2)
    (by rw [Real.norm_of_nonneg (sq_nonneg p)]; exact hr)
  have Z : ∑' k : ℕ, Real.exp (-(β * level w k)) = p * (1 - p ^ 2)⁻¹ :=
    (tsum_congr boltz).trans (g.mul_left p).tsum_eq
  have N : ∑' k : ℕ, Real.exp (-(β * level w k)) * levelCorr w τ k =
      p * (Real.exp (-(w * τ)) + Real.exp (w * τ)) * (p ^ 2 / (1 - p ^ 2) ^ 2) +
        p * Real.exp (-(w * τ)) * (1 - p ^ 2)⁻¹ := by
    have s := ((g'.mul_left (p * (Real.exp (-(w * τ)) + Real.exp (w * τ)))).add
      (g.mul_left (p * Real.exp (-(w * τ))))).tsum_eq
    refine Eq.trans (tsum_congr fun k => ?_) s
    rw [boltz, levelCorr_eq]
    ring
  have e1 : Real.exp (w * (τ - β / 2)) = Real.exp (w * τ) * p := by
    rw [hp, ← Real.exp_add]
    congr 1
    ring
  have e2 : Real.exp (-(w * (τ - β / 2))) = Real.exp (-(w * τ)) * p⁻¹ := by
    rw [hp, ← Real.exp_neg, ← Real.exp_add]
    congr 1
    ring
  have e3 : Real.exp (β * w / 2) = p⁻¹ := by rw [hp, ← Real.exp_neg, neg_neg]
  have h4 : (p⁻¹ - p) / 2 = (1 - p ^ 2) / (2 * p) := by field_simp
  rw [displacementCorr, N, Z, Real.cosh_eq, Real.sinh_eq, e1, e2, e3, ← hp, h4]
  field_simp
  ring
```

The reflection symmetry follows from the evenness of cosh.

```lean
/-- The displacement correlation is symmetric under the reflection `τ → β - τ`. -/
theorem displacementCorr_reflect {β w : ℝ} (hβ : 0 < β) (hw : 0 < w) (τ : ℝ) :
    displacementCorr β w (β - τ) = displacementCorr β w τ := by
  have h : w * (β - τ - β / 2) = -(w * (τ - β / 2)) := by ring
  rw [displacementCorr_eq hβ hw, displacementCorr_eq hβ hw, h, Real.cosh_neg]
```

## The Fourier integral in Lean

The integral of the cosh is stated with $\nu^2+w^2$ multiplied across, so it needs no sign conditions on `β` or `w`. The statement `h` is the derivative of $F$, where $i^2=-1$ enters through `Complex.I_sq`; the fundamental theorem of calculus then supplies the boundary values.

```lean
/-- Fourier integral over `[0, β]` of `cosh(w(τ - β/2))` at an arbitrary real frequency `ν`,
multiplied by `ν² + w²`. -/
theorem cosh_fourier (β w ν : ℝ) :
    ((ν : ℂ) ^ 2 + (w : ℂ) ^ 2) * ∫ τ in (0 : ℝ)..β,
        Complex.exp (Complex.I * ν * τ) * Complex.cosh (w * (τ - β / 2)) =
      w * Complex.sinh (β * w / 2) * (Complex.exp (Complex.I * ν * β) + 1) -
        Complex.I * ν * Complex.cosh (β * w / 2) * (Complex.exp (Complex.I * ν * β) - 1) := by
  -- an explicit antiderivative
  have h : ∀ t : ℝ, HasDerivAt (fun s : ℝ => Complex.exp (Complex.I * ν * s) *
      (w * Complex.sinh (w * (s - β / 2)) - Complex.I * ν * Complex.cosh (w * (s - β / 2))))
      (((ν : ℂ) ^ 2 + (w : ℂ) ^ 2) *
        (Complex.exp (Complex.I * ν * t) * Complex.cosh (w * (t - β / 2)))) t := by
    intro t
    have hl : HasDerivAt (fun z : ℂ => (w : ℂ) * (z - β / 2)) (w : ℂ) (t : ℂ) :=
      (((hasDerivAt_id' (t : ℂ)).sub_const ((β : ℂ) / 2)).const_mul (w : ℂ)).congr_deriv
        (mul_one _)
    have he := ((hasDerivAt_id' (t : ℂ)).const_mul (Complex.I * ν)).cexp
    refine (he.fun_mul ((hl.csinh.const_mul (w : ℂ)).fun_sub
      (hl.ccosh.const_mul (Complex.I * ν)))).comp_ofReal.congr_deriv ?_
    linear_combination (-((ν : ℂ) ^ 2 * Complex.exp (Complex.I * ν * t) *
      Complex.cosh (w * (t - β / 2)))) * Complex.I_sq
  rw [← intervalIntegral.integral_const_mul,
    intervalIntegral.integral_eq_sub_of_hasDerivAt (fun t _ => h t)
      (Continuous.intervalIntegrable (by fun_prop) _ _)]
  have a1 : (w : ℂ) * (β - β / 2) = β * w / 2 := by ring
  have a2 : (w : ℂ) * (((0 : ℝ) : ℂ) - β / 2) = -(β * w / 2) := by
    rw [Complex.ofReal_zero]
    ring
  rw [a1, a2, Complex.sinh_neg, Complex.cosh_neg, Complex.ofReal_zero, mul_zero,
    Complex.exp_zero]
  ring
```

For positive `β` and `w`, both $\sinh(\beta w/2)$ and $\nu^2+w^2$ are nonzero. Dividing by them gives the formula with the boundary term, in which the quotient of `Real.cosh` and `Real.sinh` is the $\coth$.

```lean
/-- At any real frequency the Fourier integral of the displacement correlation is a Lorentzian
plus a boundary term proportional to `exp(iνβ) - 1`. -/
theorem displacementCorr_fourier {β w : ℝ} (hβ : 0 < β) (hw : 0 < w) (ν : ℝ) :
    ∫ τ in (0 : ℝ)..β, Complex.exp (Complex.I * ν * τ) * (displacementCorr β w τ : ℂ) =
      (2 * w + (Complex.exp (Complex.I * ν * β) - 1) *
        (w - Complex.I * ν * ((Real.cosh (β * w / 2) / Real.sinh (β * w / 2) : ℝ) : ℂ))) /
        ((ν : ℂ) ^ 2 + (w : ℂ) ^ 2) := by
  have hD : (ν : ℂ) ^ 2 + (w : ℂ) ^ 2 ≠ 0 := by
    have : ν ^ 2 + w ^ 2 ≠ 0 := by positivity
    exact_mod_cast this
  have hS : Complex.sinh (β * w / 2) ≠ 0 := by
    have : Real.sinh (β * w / 2) ≠ 0 := (Real.sinh_pos_iff.2 (by positivity)).ne'
    exact_mod_cast this
  have hJ : ∫ τ in (0 : ℝ)..β, Complex.exp (Complex.I * ν * τ) * (displacementCorr β w τ : ℂ) =
      (Complex.sinh (β * w / 2))⁻¹ * ∫ τ in (0 : ℝ)..β,
        Complex.exp (Complex.I * ν * τ) * Complex.cosh (w * (τ - β / 2)) := by
    rw [← intervalIntegral.integral_const_mul]
    refine intervalIntegral.integral_congr fun τ _ => ?_

    rw [displacementCorr_eq hβ hw]
    push_cast
    ring
  rw [hJ, eq_div_iff hD, mul_assoc, mul_comm _ ((ν : ℂ) ^ 2 + (w : ℂ) ^ 2), cosh_fourier]
  push_cast
  field_simp
  ring
```

The equivalence treats each real `ν` separately. Its proof replaces the $\coth$ by an arbitrary real number `c`, because only the real part of the bracket matters. If the product vanishes, either the exponential is 1, and `Complex.exp_eq_one_iff` provides the integer, or `w` would be zero, a contradiction.

```lean
/-- The Fourier integral of the displacement correlation equals `2w/(ν² + w²)` exactly when `ν`
is a bosonic Matsubara frequency `2πn/β`. -/
theorem lorentzian_iff_matsubara {β w : ℝ} (hβ : 0 < β) (hw : 0 < w) (ν : ℝ) :
    ∫ τ in (0 : ℝ)..β, Complex.exp (Complex.I * ν * τ) * (displacementCorr β w τ : ℂ) =
      2 * w / ((ν : ℂ) ^ 2 + (w : ℂ) ^ 2) ↔ ∃ n : ℤ, ν = 2 * Real.pi * n / β := by
  have hD : (ν : ℂ) ^ 2 + (w : ℂ) ^ 2 ≠ 0 := by
    have : ν ^ 2 + w ^ 2 ≠ 0 := by positivity
    exact_mod_cast this
  rw [displacementCorr_fourier hβ hw, div_left_inj' hD]
  generalize Real.cosh (β * w / 2) / Real.sinh (β * w / 2) = c
  constructor
  · intro h
    have h0 : (Complex.exp (Complex.I * ν * β) - 1) * (w - Complex.I * ν * (c : ℂ)) = 0 := by
      linear_combination h
    rcases mul_eq_zero.1 h0 with h1 | h1
    · obtain ⟨n, hn⟩ := Complex.exp_eq_one_iff.1 (sub_eq_zero.1 h1)
      refine ⟨n, ?_⟩
      rw [eq_div_iff hβ.ne']
      have h2 : (ν : ℂ) * β = 2 * Real.pi * n :=
        mul_left_cancel₀ Complex.I_ne_zero (by linear_combination hn)
      exact_mod_cast h2
    · -- the second factor has real part `w`
      have h2 := congrArg Complex.re h1
      simp at h2
      exact absurd h2 hw.ne'
  · rintro ⟨n, hn⟩
    have h2 : (ν : ℂ) * β = 2 * Real.pi * n := by
      have : ν * β = 2 * Real.pi * n := by rw [hn, div_mul_cancel₀ _ hβ.ne']
      exact_mod_cast this
    have h1 : Complex.exp (Complex.I * ν * β) = 1 :=
      Complex.exp_eq_one_iff.2 ⟨n, by linear_combination Complex.I * h2⟩
    rw [h1]
    ring
```

The propagator is the direction from Matsubara frequency to Lorentzian. It includes $n=0$, where the integral is $2/w$.

```lean
/-- Matsubara phonon propagator: at `ν = 2πn/β` the Fourier integral over `[0, β]` of the thermal
displacement correlation is `2w/(ν² + w²)`. -/
theorem phonon_propagator {β w ν : ℝ} (hβ : 0 < β) (hw : 0 < w) (n : ℤ)
    (hν : ν = 2 * Real.pi * n / β) :
    ∫ τ in (0 : ℝ)..β, Complex.exp (Complex.I * ν * τ) * (displacementCorr β w τ : ℂ) =
      2 * w / ((ν : ℂ) ^ 2 + (w : ℂ) ^ 2) :=
  (lorentzian_iff_matsubara hβ hw ν).2 ⟨n, hν⟩

end MatsubaraPhonon
```

```lean
#print axioms MatsubaraPhonon.displacementCorr_reflect
#print axioms MatsubaraPhonon.lorentzian_iff_matsubara
#print axioms MatsubaraPhonon.phonon_propagator
```

```
'MatsubaraPhonon.displacementCorr_reflect' depends on axioms: [propext, Classical.choice, Quot.sound]
'MatsubaraPhonon.lorentzian_iff_matsubara' depends on axioms: [propext, Classical.choice, Quot.sound]
'MatsubaraPhonon.phonon_propagator' depends on axioms: [propext, Classical.choice, Quot.sound]
```
